# Opposite momentum kicks that leave the non-kinetic energy unchanged give Hamiltonians differing by twice the Doppler term

The Hamiltonian H = ∑ⱼ pⱼ²/(2m) + W describes a nucleus of mass m ≠ 0 with finitely many momentum components pⱼ, and W is the rest of the energy. An invertible operator U shifts each pⱼ by a number kⱼ, so that U⁻¹pⱼU = pⱼ + kⱼ, and it commutes with W. The theorem `doppler_difference` states that m(U⁻¹HU − UHU⁻¹) = 2 k·p, an identity in an algebra over a field of characteristic zero. The attempt sets the recoil energy to k²/(2m), rewrites both kicked Hamiltonians with the two preceding theorems, and subtracts, so that the recoil cancels and the Doppler terms add.

As first written in Lean, the proof fails:

```lean
import Mathlib

open Polynomial

namespace DopplerDifference

noncomputable section

variable {K A ι : Type*} [Field K] [CharZero K] [Ring A] [Algebra K A] [Fintype ι]

/-- The Hamiltonian `∑ⱼ pⱼ² / (2m) + W` of a nucleus of mass `m ≠ 0` with momentum
components `pⱼ`; `W` is the rest of the energy. -/
def hamiltonian (m : K) (p : ι → A) (W : A) : A :=
  (2 * m)⁻¹ • ∑ j, p j ^ 2 + W

/-- The invertible operator `U` shifts each momentum component by a number:
`U⁻¹ pⱼ U = pⱼ + kⱼ`. -/
def IsMomentumKick (U : Aˣ) (p : ι → A) (k : ι → K) : Prop :=
  ∀ j, (↑U⁻¹ : A) * p j * (U : A) = p j + k j • (1 : A)

omit [CharZero K] [Fintype ι] in
/-- If `U` shifts the momenta by `k`, then `U⁻¹` shifts them by `-k`. -/
theorem IsMomentumKick.inverse {U : Aˣ} {p : ι → A} {k : ι → K}
    (h : IsMomentumKick U p k) : IsMomentumKick U⁻¹ p (fun j => -k j) := by
  intro j
  have h1 : (U : A) * ((↑U⁻¹ : A) * p j * (U : A)) * (↑U⁻¹ : A) = p j := by
    simp [mul_assoc]
  rw [h j, mul_add, add_mul, mul_smul_comm, smul_mul_assoc, mul_one, Units.mul_inv] at h1
  rw [inv_inv, neg_smul, ← sub_eq_add_neg]
  exact eq_sub_of_add_eq h1

/-- For `m ≠ 0`, a kick that commutes with `W` changes the Hamiltonian by the Doppler term
`k·p/m` and the recoil energy `R`, where `2mR = k²`. -/
theorem kicked_hamiltonian {m R : K} {k : ι → K} {p : ι → A} {W : A} {U : Aˣ}
    (hm : m ≠ 0) (hR : 2 * m * R = ∑ j, k j ^ 2)
    (hU : IsMomentumKick U p k) (hW : Commute (U : A) W) :
    (↑U⁻¹ : A) * hamiltonian m p W * (U : A)
      = hamiltonian m p W + m⁻¹ • ∑ j, k j • p j + R • (1 : A) := by
  -- each squared momentum is completed to the square of the shifted momentum
  have hsq : ∀ j, (↑U⁻¹ : A) * p j ^ 2 * (U : A)
      = p j ^ 2 + (2 * k j) • p j + (k j ^ 2) • (1 : A) := by
    intro j
    calc (↑U⁻¹ : A) * p j ^ 2 * (U : A)
        = ((↑U⁻¹ : A) * p j * (U : A)) * ((↑U⁻¹ : A) * p j * (U : A)) := by
          simp [pow_two, mul_assoc]
      _ = _ := by
          rw [hU j]
          simp only [mul_add, add_mul, smul_mul_assoc, mul_smul_comm, one_mul, mul_one,
            pow_two]
          module
  have hW' : (↑U⁻¹ : A) * W * (U : A) = W := by
    rw [mul_assoc, ← hW.eq, Units.inv_mul_cancel_left]
  have hT : ∑ j, (2 * k j) • p j = (2 : K) • ∑ j, k j • p j := by
    simp only [Finset.smul_sum, mul_smul]
  have c1 : (2 * m)⁻¹ * 2 = m⁻¹ := by field_simp
  have c2 : (2 * m)⁻¹ * (2 * m * R) = R := by field_simp
  unfold hamiltonian
  rw [mul_add, add_mul, mul_smul_comm, smul_mul_assoc, Finset.mul_sum, Finset.sum_mul, hW',
    Finset.sum_congr rfl (fun j _ => hsq j), Finset.sum_add_distrib,
    Finset.sum_add_distrib, hT, ← Finset.sum_smul, ← hR, smul_add, smul_add,
    smul_smul, smul_smul, c1, c2]
  abel

/-- For `m ≠ 0`, the opposite kick reverses the Doppler term and leaves the recoil energy `R`,
`2mR = k²`, unchanged, provided the kick commutes with `W`. -/
theorem oppositely_kicked_hamiltonian {m R : K} {k : ι → K} {p : ι → A} {W : A} {U : Aˣ}
    (hm : m ≠ 0) (hR : 2 * m * R = ∑ j, k j ^ 2)
    (hU : IsMomentumKick U p k) (hW : Commute (U : A) W) :
    (U : A) * hamiltonian m p W * (↑U⁻¹ : A)
      = hamiltonian m p W - m⁻¹ • ∑ j, k j • p j + R • (1 : A) := by
  have h := kicked_hamiltonian (R := R) hm (by simp only [neg_sq]; exact hR)
    hU.inverse hW.units_inv_left
  simp only [inv_inv, neg_smul, Finset.sum_neg_distrib, smul_neg, ← sub_eq_add_neg] at h
  exact h

/-- For `m ≠ 0` and a kick commuting with `W`, the energies after opposite kicks differ by twice the
first-order Doppler term `k·p/m`: `m (U⁻¹HU - UHU⁻¹) = 2 k·p`. -/
theorem doppler_difference {m : K} {k : ι → K} {p : ι → A} {W : A} {U : Aˣ}
    (hm : m ≠ 0) (hU : IsMomentumKick U p k) (hW : Commute (U : A) W) :
    m • ((↑U⁻¹ : A) * hamiltonian m p W * (U : A)
      - (U : A) * hamiltonian m p W * (↑U⁻¹ : A)) = (2 : K) • ∑ j, k j • p j := by
  have hR : 2 * m * ((∑ j, k j ^ 2) / (2 * m)) = ∑ j, k j ^ 2 :=
    mul_div_cancel₀ _ (mul_ne_zero two_ne_zero hm) |> fun h => by
      rw [mul_div_assoc'] ; exact mul_div_cancel_left₀ _ (mul_ne_zero two_ne_zero hm)
  rw [kicked_hamiltonian hm hR hU hW, oppositely_kicked_hamiltonian hm hR hU hW]
  rw [← smul_inv_smul₀ hm ((2 : K) • ∑ j, k j • p j)]
  congr 1
  module

end

end DopplerDifference
```

The compiler's answer:

```
Main.lean:83:20: error: don't know how to synthesize placeholder for argument `a`
context:
K : Type u_1
A : Type u_2
ι : Type u_3
inst✝⁴ : Field K
inst✝³ : CharZero K
inst✝² : Ring A
inst✝¹ : Algebra K A
inst✝ : Fintype ι
m : K
k : ι → K
p : ι → A
W : A
U : Aˣ
hm : m ≠ 0
hU : IsMomentumKick U p k
hW : Commute (↑U) W
⊢ K
Main.lean:83:58: error(lean.inferBinderTypeFailed): Failed to infer type of binder `h`
Main.lean:81:80: error: unsolved goals
K : Type u_1
A : Type u_2
ι : Type u_3
inst✝⁴ : Field K
inst✝³ : CharZero K
inst✝² : Ring A
inst✝¹ : Algebra K A
inst✝ : Fintype ι
m : K
k : ι → K
p : ι → A
W : A
U : Aˣ
hm : m ≠ 0
hU : IsMomentumKick U p k
hW : Commute (↑U) W
⊢ m • (↑U⁻¹ * hamiltonian m p W * ↑U - ↑U * hamiltonian m p W * ↑U⁻¹) = 2 • ∑ j, k j • p j
```

Diagnosis. The fault lies in the proof of `hR`, which says that 2m times k²/(2m) is k². That proof pipes a `mul_div_cancel₀` term into `fun h => …`, but the function never uses `h`. The stated type of `hR` constrains the function's result, not its input, so nothing tells Lean which element of `K` the `_` after `mul_div_cancel₀` stands for. This is the first message. The second follows from it: the type of `h` depends on that missing element and cannot be inferred either.

The third message shows the theorem's main goal untouched, and without `hR` in its context. The proof stopped at the `have`, so this message does not point to a separate fault in the later steps.

The repair drops the piped term and proves `hR` by `field_simp`, which cancels the factor 2m. The cancellation is allowed because `hm` gives m ≠ 0 and 2 ≠ 0 in characteristic zero. No unused input remains to be inferred, and the rest of the proof goes through as written.

The mended proof, as a diff:

```diff
@@ -81,6 +81,5 @@
       - (U : A) * hamiltonian m p W * (↑U⁻¹ : A)) = (2 : K) • ∑ j, k j • p j := by
   have hR : 2 * m * ((∑ j, k j ^ 2) / (2 * m)) = ∑ j, k j ^ 2 :=
-    mul_div_cancel₀ _ (mul_ne_zero two_ne_zero hm) |> fun h => by
-      rw [mul_div_assoc'] ; exact mul_div_cancel_left₀ _ (mul_ne_zero two_ne_zero hm)
+    by field_simp
   rw [kicked_hamiltonian hm hR hU hW, oppositely_kicked_hamiltonian hm hR hU hW]
   rw [← smul_inv_smul₀ hm ((2 : K) • ∑ j, k j • p j)]
```
